# The commutator of a two-spin product operator with a one-spin operator changes only that spin's factor

For two spins 1/2, the lemma takes a product operator B ⊗ C and its commutator with an operator A that acts on one spin only. If A acts on the first spin the result is [B, A] ⊗ C, and if it acts on the second it is B ⊗ [C, A]. Here A, B and C are arbitrary complex 2 × 2 matrices, which need not be Hermitian. The attempt first merges each product of Kronecker products into a single Kronecker product, then compares the two sides entry by entry and leaves the remaining arithmetic to `ring`.

In Lean, a first try:

```lean
import Mathlib

open Matrix
open scoped Kronecker

namespace CommKronecker

noncomputable section

/-- Complex matrices acting on one spin 1/2. -/
abbrev Spin := Matrix (Fin 2) (Fin 2) ℂ

/-- The commutator with an operator of one spin acts on the factor of that spin only. -/
theorem comm_kronecker (A B C : Spin) :
    (B ⊗ₖ C) * (A ⊗ₖ (1 : Spin)) - (A ⊗ₖ (1 : Spin)) * (B ⊗ₖ C) = (B * A - A * B) ⊗ₖ C ∧
    (B ⊗ₖ C) * ((1 : Spin) ⊗ₖ A) - ((1 : Spin) ⊗ₖ A) * (B ⊗ₖ C) = B ⊗ₖ (C * A - A * C) := by
  simp only [← mul_kronecker_mul, one_mul, mul_one]
  constructor <;> ext i j <;> simp only [sub_apply, kroneckerMap_apply] <;> ring

end

end CommKronecker
```

Compiling this gives:

```
Main.lean:18:41: error: Ambiguous term
  sub_apply
Possible interpretations:
  _root_.sub_apply : ∀ (f g : ?m.245) (x : ?m.246), (f - g) x = f x - g x
  
  Matrix.sub_apply : ∀ (A B : Matrix ?m.245 ?m.246 ?m.247) (i : ?m.245) (j : ?m.246), (A - B) i j = A i j - B i j
Main.lean:18:41: error: Ambiguous term
  sub_apply
Possible interpretations:
  _root_.sub_apply : ∀ (f g : ?m.246) (x : ?m.247), (f - g) x = f x - g x
  
  Matrix.sub_apply : ∀ (A B : Matrix ?m.246 ?m.247 ?m.248) (i : ?m.246) (j : ?m.247), (A - B) i j = A i j - B i j
Try this:
  [apply] ring_nf
  
  The `ring` tactic failed to close the goal. Use `ring_nf` to obtain a normal form.
    
  Note that `ring` works primarily in *commutative* rings. If you have a noncommutative ring, abelian group or module, consider using `noncomm_ring`, `abel` or `module` instead.
Try this:
  [apply] ring_nf
  
  The `ring` tactic failed to close the goal. Use `ring_nf` to obtain a normal form.
    
  Note that `ring` works primarily in *commutative* rings. If you have a noncommutative ring, abelian group or module, consider using `noncomm_ring`, `abel` or `module` instead.
Main.lean:16:90: error: unsolved goals
case left
A B C : Spin
i j : Fin 2 × Fin 2
⊢ (kroneckerMap (fun x1 x2 => x1 * x2) (B * A) C - kroneckerMap (fun x1 x2 => x1 * x2) (A * B) C) i j =
    (B * A - A * B) i.1 j.1 * C i.2 j.2

case right
A B C : Spin
i j : Fin 2 × Fin 2
⊢ (kroneckerMap (fun x1 x2 => x1 * x2) B (C * A) - kroneckerMap (fun x1 x2 => x1 * x2) B (A * C)) i j =
    B i.1 j.1 * (C * A - A * C) i.2 j.2
```

Fix (accepted with no message):

```diff
@@ -16,5 +16,5 @@
     (B ⊗ₖ C) * ((1 : Spin) ⊗ₖ A) - ((1 : Spin) ⊗ₖ A) * (B ⊗ₖ C) = B ⊗ₖ (C * A - A * C) := by
   simp only [← mul_kronecker_mul, one_mul, mul_one]
-  constructor <;> ext i j <;> simp only [sub_apply, kroneckerMap_apply] <;> ring
+  constructor <;> ext i j <;> simp only [Matrix.sub_apply, kroneckerMap_apply] <;> ring
 
 end
```

Diagnosis. With `open Matrix` in force, the short name `sub_apply` can mean either `_root_.sub_apply`, stated for a difference applied to one argument, or `Matrix.sub_apply`, stated for a matrix entry with two indices. Lean reports the name as ambiguous, once for each of the two goals.

The other messages follow from this. The goals displayed show that `kroneckerMap_apply` was still used, but that no difference of matrices was split into a difference of entries. On the left, the Kronecker products therefore stay locked inside a difference, where `kroneckerMap_apply` cannot reach them. `ring` does not look inside such an entry, so it cannot match the two sides.

The diff's only change is to write `Matrix.sub_apply` in full. The differences are then split, the Kronecker entries become products of complex numbers, and what remains is distributivity in ℂ, which `ring` proves.
